# Hahn polynomials give the unnormalised M = 0 coupling amplitudes of two equal spins

Give two spins 1 the amplitudes $(-1)^x x^2$ on the states $|m,-m\rangle$, with $x=1+m=0,1,2$. These states have total projection $M=0$. In the usual phase convention the unnormalised singlet has the amplitudes $(-1)^x$, and its overlap with the given vector is $0+1+4=5$, not zero. The given vector is not a multiple of the singlet either, so it mixes total spins, and $J^2$ has no definite value in it. Positive powers of $x$ are the wrong profiles. For two spins $j$ with $N=2j+1$, the Hahn polynomials $t_n$ with both parameters zero and degree $n<N$ are right: they are mutually orthogonal on the grid $x=0,\dots,N-1$, and $(-1)^x t_n(x)$ has total spin $n$.

## Polynomials and the spin operator

```lean
import Mathlib

open Polynomial

namespace HahnClebschGordan

noncomputable section
```

Mathlib supplies the polynomials: `ℚ[X]` is the type of polynomials with rational coefficients.

```lean
/-- The difference p(x + h) - p(x) of a polynomial p. -/
def diff (h : ℚ) (p : ℚ[X]) : ℚ[X] := p.comp (X + C h) - p
```

This is $\Delta_h p(x)=p(x+h)-p(x)$, itself a polynomial. Write $\Delta=\Delta_1$.

```lean
/-- The binomial coefficient C(x - a, n) as a polynomial in x. -/
def binomial (a : ℚ) (n : ℕ) : ℚ[X] :=
  C (1 / (n.factorial : ℚ)) * ∏ i ∈ Finset.range n, (X - C (a + (i : ℚ)))
```

This is $\binom{x-a}{n}=\frac1{n!}\prod_{i=0}^{n-1}(x-a-i)$, defined for every $x$.

```lean
/-- The Hahn polynomial t_n: the n-th forward difference of C(x, n) C(x - N, n). -/
def hahn (N n : ℕ) : ℚ[X] := (diff 1)^[n] (binomial 0 n * binomial N n)
```

Here `^[n]` means "apply $n$ times", so $t_n=\Delta^n\left[\binom xn\binom{x-N}n\right]$. For $n<N$ these are, up to a constant factor, the Hahn polynomials with both parameters zero, also called discrete Chebyshev polynomials. The general two-parameter Hahn family is not treated here.

```lean
/-- The second-order difference operator that sends p to diff 1 (x (N - x) diff (-1) p). -/
def casimir (N : ℕ) (p : ℚ[X]) : ℚ[X] :=
  diff 1 (X * (C (N : ℚ) * diff (-1) p - X * diff (-1) p))
```

With $w(x)=x(N-x)$, this is $Lp=\Delta(w\,\Delta_{-1}p)$.

```lean
/-- Total J² of two spins j = (N - 1)/2 acting on the amplitudes c(x) of the states
|m, -m⟩, where x = j + m runs over 0, ..., N - 1. -/
def totalJsq (N : ℕ) (c : ℤ → ℚ) (x : ℤ) : ℚ :=
  let j : ℚ := ((N : ℚ) - 1) / 2
  let m : ℚ := (x : ℚ) - j
  (2 * (j * (j + 1)) - 2 * m ^ 2) * c x + (j * (j + 1) - m * (m - 1)) * c (x - 1)
    + (j * (j + 1) - m * (m + 1)) * c (x + 1)
```

With $\hbar=1$ and the usual positive ladder matrix elements, $J^2=J_1^2+J_2^2+2J_{1z}J_{2z}+J_{1+}J_{2-}+J_{1-}J_{2+}$. On $|m,-m\rangle$ the diagonal part is $2j(j+1)-2m^2$. The ladder terms bring in the amplitudes of the neighbours $m\mp1$. In each of them the two spins contribute equal square roots, whose product is $j(j+1)-m(m\mp1)$. The file takes this action as a definition and does not construct the tensor product. The weights that would lead off the grid vanish.

```lean
/-- The unnormalised coupling amplitude (-1)^x t_n(x). -/
def amplitude (N n : ℕ) (x : ℤ) : ℚ := (-1 : ℚ) ^ x * (hahn N n).eval (x : ℚ)
```

The amplitude is $(-1)^x t_n(x)$, not yet normalised.

## Degree and orthogonality

```lean
/-- The value of a difference at a point. -/
theorem eval_diff (h y : ℚ) (p : ℚ[X]) :
    (diff h p).eval y = p.eval (y + h) - p.eval y := by
  simp [diff, eval_comp]
```

`eval` inserts a number into a polynomial; this lemma does so for a difference.

```lean
/-- For p of degree at most m, the coefficients of its difference from order m - 1 upwards
are those of h times the derivative. -/
theorem coeff_diff (h : ℚ) (m : ℕ) : ∀ p : ℚ[X], (∀ k, m < k → p.coeff k = 0) →
    ∀ k, m ≤ k + 1 → (diff h p).coeff k = h * ((k : ℚ) + 1) * p.coeff (k + 1) := by
  induction m with
  | zero =>
    intro p hp k _
    have hc : p = C (p.coeff 0) := by
      ext k
      cases k with
      | zero => simp
      | succ k => simp [hp (k + 1) (Nat.succ_pos k)]
    rw [hp (k + 1) (by omega), hc]
    simp [diff]
  | succ m ih =>
    intro p hp k hk
    -- split off the constant term: p = q X + p(0)
    have hX : diff h p = X * diff h p.divX + C h * diff h p.divX + C h * p.divX := by
      conv_lhs => rw [← divX_mul_X_add p]
      simp only [diff, add_comp, mul_comp, X_comp, C_comp]
      ring
    have hq : ∀ k, m < k → p.divX.coeff k = 0 := fun k hk => by
      rw [coeff_divX]; exact hp _ (by omega)
    rw [hX, coeff_add, coeff_add, coeff_C_mul, coeff_C_mul]
    cases k with
    | zero =>
      rw [coeff_X_mul_zero, ih _ hq 0 (by omega), hq (0 + 1) (by omega), coeff_divX]
      push_cast
      ring
    | succ k =>
      rw [coeff_X_mul, ih _ hq k (by omega), ih _ hq (k + 1) (by omega),
        hq (k + 1 + 1) (by omega), coeff_divX]
      push_cast
      ring
```

By hand, $(x+h)^m-x^m=hm\,x^{m-1}+\dots$, so for $h\ne0$ and $m\ge1$ a difference lowers the degree by one and multiplies the leading coefficient by $hm$. Here $m$ is a degree bound, not a spin projection. Lean uses induction on $m$: it writes $p=xq+p(0)$, which gives $\Delta_h p=x\Delta_h q+h\Delta_h q+hq$.

```lean
/-- The Hahn polynomial t_n has degree exactly n. -/
theorem degree_hahn (N n : ℕ) : (hahn N n).degree = n := by
  have hb : ∀ a : ℚ, (binomial a n).degree = n := fun a => by
    have h : ∀ k : ℕ, (∏ i ∈ Finset.range k, (X - C (a + (i : ℚ))) : ℚ[X]).degree
        = (k : WithBot ℕ) := by
      intro k
      induction k with
      | zero => simp
      | succ k ih =>
        rw [Finset.prod_range_succ, degree_mul, ih, degree_X_sub_C, Nat.cast_add, Nat.cast_one]
    have hc : (1 / (n.factorial : ℚ)) ≠ 0 := by positivity
    have e : binomial a n = C (1 / (n.factorial : ℚ)) *
        ∏ i ∈ Finset.range n, (X - C (a + (i : ℚ))) := rfl
    rw [e, degree_mul, h, degree_C hc, zero_add]
  -- each difference lowers the degree by exactly one
  have hi : ∀ (k : ℕ) (p : ℚ[X]), p.degree = ((n + k : ℕ) : WithBot ℕ) →
      ((diff 1)^[k] p).degree = n := by
    intro k
    induction k with
    | zero => intro p h; exact h
    | succ k ih =>
      intro p h
      have hp : ∀ i, n + k + 1 < i → p.coeff i = 0 := fun i hi =>
        coeff_eq_zero_of_degree_lt (by rw [h]; exact_mod_cast hi)
      rw [Function.iterate_succ_apply]
      refine ih _ (degree_eq_of_le_of_coeff_ne_zero ?_ ?_)
      · refine (degree_le_iff_coeff_zero _ _).2 fun i hi => ?_
        have hi' : n + k < i := by exact_mod_cast hi
        rw [coeff_diff 1 _ p hp i (by omega), hp (i + 1) (by omega), mul_zero]
      · rw [coeff_diff 1 _ p hp (n + k) le_rfl]
        exact mul_ne_zero (by positivity) (coeff_ne_zero_of_eq_degree h)
  exact hi n _ (by rw [degree_mul, hb, hb, Nat.cast_add])
```

The product of binomials has degree $2n$. Each of the $n$ differences removes exactly one degree, because the leading coefficient is multiplied by a positive number. Degree $n$ remains, for every $N$ and $n$.

```lean
/-- Repeated summation by parts: if f vanishes at n successive points from s and from N + s, the sum
of (Δⁿf)(x + s) q(x) over x = 0, ..., N - 1 vanishes for every q of degree below n. -/
theorem sum_by_parts (f : ℚ[X]) (N n : ℕ) : ∀ (s : ℕ) (q : ℚ[X]),
    (∀ k, n ≤ k → q.coeff k = 0) → (∀ i < n, f.eval ((s + i : ℕ) : ℚ) = 0) →
    (∀ i < n, f.eval ((N + s + i : ℕ) : ℚ) = 0) →
    ∑ x ∈ Finset.range N, ((diff 1)^[n] f).eval ((x : ℚ) + s) * q.eval (x : ℚ) = 0 := by
  have hz : ∀ (k : ℕ) (y : ℚ), (∀ i : ℕ, i ≤ k → f.eval (y + i) = 0) →
      ((diff 1)^[k] f).eval y = 0 := by
    intro k
    induction k with
    | zero => intro y h; simpa using h 0 le_rfl
    | succ k ih =>
      intro y h
      rw [Function.iterate_succ_apply', eval_diff, ih y fun i hi => h i (by omega),
        ih (y + 1) fun i hi => ?_, sub_zero]
      have := h (i + 1) (by omega)
      rwa [Nat.cast_add, Nat.cast_one, add_comm (i : ℚ) 1, ← add_assoc] at this
  have parts : ∀ (g q : ℚ[X]) (s M : ℕ),
      ∑ x ∈ Finset.range M, (diff 1 g).eval ((x : ℚ) + s) * q.eval (x : ℚ)
        = g.eval ((M : ℚ) + s) * q.eval (M : ℚ) - g.eval (s : ℚ) * q.eval 0
        - ∑ x ∈ Finset.range M, g.eval ((x : ℚ) + (s + 1 : ℕ)) * (diff 1 q).eval (x : ℚ) := by
    intro g q s M
    induction M with
    | zero => simp
    | succ M ih =>
      rw [Finset.sum_range_succ, Finset.sum_range_succ, ih, eval_diff, eval_diff]
      push_cast
      rw [show (M : ℚ) + s + 1 = M + 1 + s by ring, show (M : ℚ) + (s + 1) = M + 1 + s by ring]
      ring
  induction n with
  | zero =>
    intro s q hq _ _
    have : q = 0 := by ext k; simpa using hq k (Nat.zero_le k)
    simp [this]
  | succ n ih =>
    intro s q hq h0 hN
    rw [Function.iterate_succ_apply', parts,
      hz n ((N : ℚ) + s) fun i hi => by exact_mod_cast hN i (by omega),
      hz n (s : ℚ) fun i hi => by exact_mod_cast h0 i (by omega),
      ih (s + 1) (diff 1 q) (fun k hk => by
        rw [coeff_diff 1 n q (fun i hi => hq i hi) k (by omega), hq (k + 1) (by omega), mul_zero])
        (fun i hi => by
          rw [show s + 1 + i = s + (i + 1) by omega]; exact h0 _ (by omega))
        (fun i hi => by
          rw [show N + (s + 1) + i = N + s + (i + 1) by omega]; exact hN _ (by omega))]
    ring
```

Summation by parts reads

$$\sum_{x=0}^{N-1}\Delta g(x+s)\,q(x)=g(N+s)q(N)-g(s)q(0)-\sum_{x=0}^{N-1}g(x+s+1)\,\Delta q(x).$$

Lean calls it `parts`. Take $g=\Delta^{n-1}f$. Its value at $s$ combines $f(s),\dots,f(s+n-1)$, which are all zero, and the same holds at $N+s$; this is `hz`. The boundary terms vanish, and $q$ is replaced by $\Delta q$, of lower degree. After $n$ rounds $q$ has become zero.

```lean
/-- The sum of t_n(x) q(x) over x = 0, ..., N - 1 vanishes for every q of degree below n. -/
theorem hahn_orthogonal_lower (N n : ℕ) (q : ℚ[X]) (hq : q.degree < n) :
    ∑ x ∈ Finset.range N, (hahn N n).eval (x : ℚ) * q.eval (x : ℚ) = 0 := by
  have hb : ∀ (a : ℚ) (i : ℕ), i < n → (binomial a n).eval (a + i) = 0 := fun a i hi => by
    have : ∏ k ∈ Finset.range n, (X - C (a + (k : ℚ))).eval (a + (i : ℚ)) = 0 :=
      Finset.prod_eq_zero (Finset.mem_range.2 hi) (by simp)
    rw [binomial, eval_mul, eval_prod, this, mul_zero]
  have h := sum_by_parts (binomial 0 n * binomial N n) N n 0 q
    ((degree_lt_iff_coeff_zero _ _).1 hq)
    (fun i hi => by rw [eval_mul, Nat.cast_add, Nat.cast_zero, hb 0 i hi, zero_mul])
    (fun i hi => by rw [eval_mul, add_zero, Nat.cast_add, hb N i hi, mul_zero])
  simp only [Nat.cast_zero, add_zero] at h
  exact h
```

`Finset.range N` is $\{0,\dots,N-1\}$, and `hq` is the hypothesis $\deg q<n$. Apply the previous theorem with $s=0$ and $f=\binom xn\binom{x-N}n$: the first factor vanishes at $0,\dots,n-1$, the second at $N,\dots,N+n-1$. Hence $\sum_x t_n(x)q(x)=0$, with no restriction on $n$.

```lean
/-- For n < N, t_n is orthogonal to every other t_m on the grid and has positive norm. -/
theorem hahn_orthogonality (N n : ℕ) (hn : n < N) :
    (∀ m, m ≠ n →
      ∑ x ∈ Finset.range N, (hahn N m).eval (x : ℚ) * (hahn N n).eval (x : ℚ) = 0) ∧
    0 < ∑ x ∈ Finset.range N, (hahn N n).eval (x : ℚ) ^ 2 := by
  constructor
  · intro m hm
    rcases lt_or_gt_of_ne hm with h | h
    · exact (Finset.sum_congr rfl fun x _ => mul_comm _ _).trans
        (hahn_orthogonal_lower N n (hahn N m) (by rw [degree_hahn]; exact_mod_cast h))
    · exact hahn_orthogonal_lower N m (hahn N n) (by rw [degree_hahn]; exact_mod_cast h)
  · refine lt_of_le_of_ne (Finset.sum_nonneg fun x _ => sq_nonneg _) fun h => ?_
    have hz := (Finset.sum_eq_zero_iff_of_nonneg (fun x _ => sq_nonneg _)).1 h.symm
    -- N zeros are too many for degree n
    have h0 : hahn N n = 0 := eq_zero_of_natDegree_lt_card_of_eval_eq_zero _
      (f := fun i : Fin N => ((i : ℕ) : ℚ))
      (fun a b hab => Fin.ext (Nat.cast_injective (R := ℚ) hab))
      (fun i => (pow_eq_zero_iff two_ne_zero).1 (hz i (Finset.mem_range.2 i.2)))
      (by rw [natDegree_eq_of_degree_eq_some (degree_hahn N n), Fintype.card_fin]; exact hn)
    exact coeff_ne_zero_of_eq_degree (degree_hahn N n) (by rw [h0, coeff_zero])
```

Of two different $t_m,t_n$, the one of lower degree plays the part of $q$, so they are orthogonal. If $\sum_x t_n(x)^2$ were zero, $t_n$ would have $N$ zeros, too many for a nonzero polynomial of degree $n<N$. The norm is therefore positive.

## Total spin

```lean
/-- The difference operator written out with its two ladder weights. -/
theorem eval_casimir (N : ℕ) (p : ℚ[X]) (y : ℚ) :
    (casimir N p).eval y = y * (N - y) * (p.eval y - p.eval (y - 1))
      + (y + 1) * (N - 1 - y) * (p.eval y - p.eval (y + 1)) := by
  rw [casimir, eval_diff]
  simp only [eval_mul, eval_sub, eval_X, eval_C, eval_diff]
  rw [show y + 1 + -1 = y by ring, show y + -1 = y - 1 by ring]
  ring
```

Written out,

$$(Lp)(y)=w(y)[p(y)-p(y-1)]+w(y+1)[p(y)-p(y+1)].$$

```lean
/-- The difference operator is symmetric for the sum over the grid 0, ..., N - 1. -/
theorem casimir_symm (N : ℕ) (p q : ℚ[X]) :
    ∑ x ∈ Finset.range N, (casimir N p).eval (x : ℚ) * q.eval (x : ℚ)
      = ∑ x ∈ Finset.range N, p.eval (x : ℚ) * (casimir N q).eval (x : ℚ) := by
  have key : ∀ M : ℕ, ∑ x ∈ Finset.range M, ((casimir N p).eval (x : ℚ) * q.eval (x : ℚ)
      - p.eval (x : ℚ) * (casimir N q).eval (x : ℚ)) = (M : ℚ) * (N - M) *
        (p.eval ((M : ℚ) - 1) * q.eval (M : ℚ) - p.eval (M : ℚ) * q.eval ((M : ℚ) - 1)) := by
    intro M
    induction M with
    | zero => simp
    | succ M ih =>
      rw [Finset.sum_range_succ, ih]
      simp only [eval_casimir, Nat.cast_add, Nat.cast_one, add_sub_cancel_right]
      ring
  rw [← sub_eq_zero, ← Finset.sum_sub_distrib, key N]
  ring
```

Set $B(x)=w(x)[p(x-1)q(x)-p(x)q(x-1)]$. The previous formula gives $(Lp)q-p(Lq)=B(x+1)-B(x)$ at each $x$. The sum telescopes to $B(N)-B(0)=0$, since $w(0)=w(N)=0$. Lean proves the partial sums, `key`, by induction.

```lean
/-- At every grid point, applying the difference operator to t_n multiplies its value by n(n + 1).
-/
theorem hahn_difference_equation (N n x : ℕ) (hx : x < N) :
    (casimir N (hahn N n)).eval (x : ℚ) = n * (n + 1) * (hahn N n).eval (x : ℚ) := by
  -- the operator multiplies the leading coefficient by n(n + 1)
  have hL : ∀ p : ℚ[X], (∀ k, n < k → p.coeff k = 0) → ∀ k, n ≤ k →
      (casimir N p).coeff k = k * (k + 1) * p.coeff k := by
    intro p hp k hk
    have hd := coeff_diff (-1) n p hp
    have hu : ∀ j, (X * (C (N : ℚ) * diff (-1) p - X * diff (-1) p)).coeff (j + 1 + 1)
        = N * (diff (-1) p).coeff (j + 1) - (diff (-1) p).coeff j := fun j => by
      rw [coeff_X_mul, coeff_sub, coeff_C_mul, coeff_X_mul]
    have hv : ∀ j, n + 1 < j →
        (X * (C (N : ℚ) * diff (-1) p - X * diff (-1) p)).coeff j = 0 := by
      intro j hj
      obtain ⟨i, rfl⟩ : ∃ i, j = i + 1 + 1 := ⟨j - 2, by omega⟩
      rw [hu, hd (i + 1) (by omega), hd i (by omega), hp (i + 1 + 1) (by omega),
        hp (i + 1) (by omega)]
      ring
    rw [casimir, coeff_diff 1 (n + 1) _ hv k (by omega)]
    cases k with
    | zero =>
      rw [coeff_X_mul, coeff_sub, coeff_C_mul, coeff_X_mul_zero, hd 0 (by omega),
        hp (0 + 1) (by omega)]
      simp
    | succ k =>
      rw [hu, hd (k + 1) (by omega), hd k (by omega), hp (k + 1 + 1) (by omega)]
      push_cast
      ring
  have ht : ∀ k, n < k → (hahn N n).coeff k = 0 := fun k hk =>
    coeff_eq_zero_of_degree_lt (by rw [degree_hahn]; exact_mod_cast hk)
  obtain ⟨r, hr⟩ : ∃ r, r = casimir N (hahn N n) - C ((n : ℚ) * (n + 1)) * hahn N n := ⟨_, rfl⟩
  have hre : ∀ y, r.eval y = (casimir N (hahn N n)).eval y
      - n * (n + 1) * (hahn N n).eval y := fun y => by
    rw [hr, eval_sub, eval_mul, eval_C]
  have hrc : ∀ k, n ≤ k → r.coeff k = 0 := by
    intro k hk
    rw [hr, coeff_sub, coeff_C_mul, hL _ ht k hk]
    rcases hk.eq_or_lt with h | h
    · subst h; ring
    · rw [ht k h]; ring
  have h1 := hahn_orthogonal_lower N n r ((degree_lt_iff_coeff_zero _ _).2 hrc)
  have h2 := hahn_orthogonal_lower N n (casimir N r) ((degree_lt_iff_coeff_zero _ _).2
    fun k hk => by rw [hL r (fun i hi => hrc i hi.le) k hk, hrc k hk, mul_zero])
  -- the remainder r is orthogonal to itself
  have hs : ∑ x ∈ Finset.range N, r.eval (x : ℚ) ^ 2 = 0 := by
    calc ∑ x ∈ Finset.range N, r.eval (x : ℚ) ^ 2
        = ∑ x ∈ Finset.range N, (casimir N (hahn N n)).eval (x : ℚ) * r.eval (x : ℚ)
          - n * (n + 1) * ∑ x ∈ Finset.range N, (hahn N n).eval (x : ℚ) * r.eval (x : ℚ) := by
          rw [Finset.mul_sum, ← Finset.sum_sub_distrib]
          refine Finset.sum_congr rfl fun x _ => ?_
          rw [hre]
          ring
      _ = 0 := by rw [casimir_symm, h1, h2]; ring
  have hz := (Finset.sum_eq_zero_iff_of_nonneg (fun x _ => sq_nonneg _)).1 hs x
    (Finset.mem_range.2 hx)
  have h0 := (pow_eq_zero_iff two_ne_zero).1 hz
  rw [hre] at h0
  exact sub_eq_zero.1 h0
```

If $p=ax^n+\dots$, then $\Delta_{-1}p=-an\,x^{n-1}+\dots$. Multiplying by $w$ gives $an\,x^{n+1}+\dots$, and $\Delta$ gives $an(n+1)x^n+\dots$; this is `hL`. So $r=Lt_n-n(n+1)t_n$ has degree below $n$, and so does $Lr$. By symmetry and orthogonality,

$$\sum_x r^2=\sum_x t_n\,(Lr)-n(n+1)\sum_x t_n r=0.$$

Thus $r=0$ at every grid point, which is the eigenvalue equation.

```lean
/-- For n < N = 2j + 1, the amplitudes (-1)^x t_n(x) on the states |m, -m⟩ form a nonzero
eigenvector of total J² with eigenvalue n(n + 1). -/
theorem hahn_couples_to_spin (N n : ℕ) (hn : n < N) :
    0 < ∑ x ∈ Finset.range N, amplitude N n (x : ℤ) ^ 2 ∧
    ∀ x : ℕ, x < N →
      totalJsq N (amplitude N n) x = n * (n + 1) * amplitude N n x := by
  constructor
  · have h : ∀ x : ℕ, amplitude N n (x : ℤ) ^ 2 = (hahn N n).eval (x : ℚ) ^ 2 := fun x => by
      rw [amplitude, mul_pow, zpow_natCast, ← pow_mul, mul_comm x 2, pow_mul, neg_one_sq,
        one_pow, one_mul, Int.cast_natCast]
    simp only [h]
    exact (hahn_orthogonality N n hn).2
  · intro x hx
    have e := hahn_difference_equation N n x hx
    rw [eval_casimir] at e
    have hne : (-1 : ℚ) ≠ 0 := by norm_num
    -- neighbouring amplitudes carry opposite signs
    simp only [totalJsq, amplitude, zpow_sub_one₀ hne, zpow_add_one₀ hne, Int.cast_sub,
      Int.cast_add, Int.cast_one, Int.cast_natCast]
    generalize (-1 : ℚ) ^ (x : ℤ) = s
    linear_combination s * e

end

end HahnClebschGordan
```

In terms of $x$, the ladder weights are $j(j+1)-m(m-1)=w(x)$ and $j(j+1)-m(m+1)=w(x+1)$, and the diagonal part is their sum. Neighbouring amplitudes have opposite signs, so $J^2$ acting on $(-1)^xp(x)$ gives $(-1)^x(Lp)(x)$. The final `linear_combination s * e` multiplies the eigenvalue equation `e` by the sign `s`. The first half of the theorem says that the vector is nonzero.

For two equal spins at $M=0$, the normalised amplitudes

$$\frac{(-1)^x t_n(x)}{\sqrt{\sum_{y=0}^{N-1}t_n(y)^2}}$$

are the Clebsch–Gordan coefficients $\langle j\,m;j\,{-m}|n\,0\rangle$ up to one overall sign for each $n<N$, because the $N$ eigenvalues $n(n+1)$ are distinct. This normalisation and identification are an addition to the Lean theorems, which stay with rational, unnormalised vectors.

```lean
#print axioms HahnClebschGordan.hahn_couples_to_spin
```

```
'HahnClebschGordan.hahn_couples_to_spin' depends on axioms: [propext, Classical.choice, Quot.sound]
```
